# The model Zeeman series $\sum_n(-1)^n\,\Gamma(2n+\tfrac32)\,x^n/\pi^{2n}$ diverges for every $x\neq0$, and dividing its terms by $(2n)!$ gives radius of convergence $\pi^2$

## Can the weak-field series of hydrogen be summed, and does Borel's division tame it?

If I don't know how fast the coefficients grow, I can ruin a perturbative energy by adding orders to it. The sum seems to settle, then the later terms take over. Resummation can fail at its first step too: if the coefficients grow like $(2n)!$ and I divide them by only $n!$, the new series still diverges.

My case is the ground-state energy of hydrogen in a uniform magnetic field $B$, with the electron's spin left out, expanded in $x=B^2$ in atomic units. Up to a constant factor, the high-order coefficients are said to behave like

$$a_n=(-1)^n\,\frac{\Gamma(2n+\frac32)}{\pi^{2n}},$$

and the Gamma function is said to come from a tunnelling integral,

$$\int_0^\infty b^{-2n-5/2}\,e^{-\pi/b}\,db=\frac{\Gamma(2n+\frac32)}{\pi^{2n+3/2}} .$$

I would like to see this integral derived, along with the claim that $\sum_n a_nx^n$ diverges for every $x\ne0$ while $\sum_n a_nx^n/(2n)!$ converges for $|x|<\pi^2$. Can all of it be proved in Lean 4, and what happens at $|x|=\pi^2$?

## Both claims hold for these coefficients, and the circle $|x|=\pi^2$ belongs to the divergent side

The constant $\pi$ in the exponential stands for a barrier. At an imaginary field $B=ib$ the diamagnetic energy $B^2\rho^2/8$, with $\rho$ the distance from the field axis, becomes $-b^2\rho^2/8$, and the electron can tunnel outwards. At energy $-\frac12$, and with the Coulomb attraction left out of the exponent, the semiclassical suppression is $e^{-W}$ with

$$W=2\int_0^{2/b}\sqrt{1-\tfrac{b^2\rho^2}{4}}\;d\rho=\frac{\pi}{b}.$$

The power of $b$ collects the prefactor of the decay width and the kernel of a dispersion relation. This paragraph is physical background; the Lean file starts from the weight and the coefficients as given.

### From the tunnelling integral to the size of the terms

**The moment.** Put $t=1/b$, so that $db=-dt/t^2$ and the limits change places. Then

$$\int_0^\infty b^{-2n-5/2}e^{-\pi/b}\,db=\int_0^\infty t^{2n+5/2}e^{-\pi t}\,\frac{dt}{t^2}=\int_0^\infty t^{2n+1/2}e^{-\pi t}\,dt .$$

With $s=\pi t$ this is $\pi^{-(2n+3/2)}\int_0^\infty s^{2n+1/2}e^{-s}\,ds$, and the last integral is $\Gamma(2n+\frac32)$. Multiplying the moment by $(-1)^n$ gives $a_n/\pi^{3/2}$.

In the smallest case, $n=0$, we have $\Gamma(\frac32)=\sqrt\pi/2$. The moment is therefore $1/(2\pi)$, and $a_0=\sqrt\pi/2$.

**The growth.** Write $G_n=\Gamma(2n+\frac32)$. For every $n\ge0$,

$$\frac{\sqrt\pi}{2}\,(2n)!\;\le\;G_n\;\le\;(2n+1)\,(2n)! .$$

At $n=0$ the lower bound is an equality, and the upper bound reads $\sqrt\pi/2\le1$, which is true because $\pi\le4$. For the step from $n$ to $n+1$, use

$$G_{n+1}=(2n+\tfrac52)(2n+\tfrac32)\,G_n,\qquad (2n+2)!=(2n+2)(2n+1)\,(2n)! .$$

The lower bound survives because $(2n+2)(2n+1)\le(2n+\frac52)(2n+\frac32)$. For the upper bound, $(2n+\frac52)(2n+\frac32)\le(2n+3)(2n+2)$, so

$$G_{n+1}\le(2n+3)(2n+2)(2n+1)\,(2n)!=(2n+3)\,(2n+2)!,$$

which is the required bound at $n+1$.

**The original series.** Let $r=|x|/\pi^2$. Then $|a_nx^n|=G_n r^n\ge\frac{\sqrt\pi}{2}(2n)!\,r^n$. If $x\ne0$, then $r>0$ and $(1/r)^n/n!\to0$, so $n!\,r^n>1$ for all large $n$. Since $(2n)!\ge n!$, the terms eventually have modulus at least $\sqrt\pi/2$.

Let $S_N=\sum_{n=0}^{N-1}a_nx^n$. If $S_N$ had a limit, then $S_{N+1}-S_N=a_Nx^N$ would tend to zero, which contradicts the lower bound. At the excluded point $x=0$ the series does have a sum, namely its first term $a_0=\sqrt\pi/2$.

**The Borel series.** Division by $(2n)!$ removes the factorial from both bounds:

$$\frac{\sqrt\pi}{2}\,r^n\;\le\;\left|\frac{a_nx^n}{(2n)!}\right|\;\le\;(2n+1)\,r^n .$$

If $r<1$, the series $\sum_n(2n+1)r^n$ converges, and comparison gives absolute convergence. If $r\ge1$, every term has modulus at least $\sqrt\pi/2$, and the partial sums again have no limit. The case $r=1$ is the circle $|x|=\pi^2$, and it needs no separate argument.

```lean
import Mathlib

open MeasureTheory Filter Topology Set
open scoped Real

namespace ZeemanBorel

noncomputable section

/-- The tunnelling weight `b^(-2n-5/2) exp(-π/b)` at field strength `b > 0`. -/
def tunnelWeight (n : ℕ) (b : ℝ) : ℝ :=
  b ^ (-(2 * (n : ℝ)) - 5 / 2) * Real.exp (-π / b)

/-- The alternating coefficient `a_n = (-1)^n Γ(2n+3/2) / π^(2n)`. -/
def zeemanCoeff (n : ℕ) : ℝ :=
  (-1) ^ n * Real.Gamma (2 * (n : ℝ) + 3 / 2) / π ^ (2 * n)

/-- The tunnelling moment: the integral of `b^(-2n-5/2) exp(-π/b)` over `b > 0` equals
`Γ(2n+3/2) / π^(2n+3/2)`. -/
theorem tunnelling_moment (n : ℕ) :
    ∫ b in Ioi (0 : ℝ), tunnelWeight n b =
      Real.Gamma (2 * (n : ℝ) + 3 / 2) / π ^ (2 * (n : ℝ) + 3 / 2) := by
  -- substitute t = 1/b
  have e : ∫ b in Ioi (0 : ℝ), tunnelWeight n b =
      ∫ b in Ioi (0 : ℝ), (|(-1 : ℝ)| * b ^ ((-1 : ℝ) - 1)) •
        (fun t : ℝ => t ^ ((2 * (n : ℝ) + 3 / 2) - 1) * Real.exp (-(π * t)))
          (b ^ (-1 : ℝ)) := by
    refine setIntegral_congr_fun measurableSet_Ioi fun b hb => ?_
    have hb' : 0 < b := hb
    have h1 : b ^ (-(2 * (n : ℝ)) - 5 / 2) =
        b ^ ((-1 : ℝ) - 1) * (b ^ (-1 : ℝ)) ^ ((2 * (n : ℝ) + 3 / 2) - 1) := by
      rw [← Real.rpow_mul hb'.le, ← Real.rpow_add hb']
      congr 1
      ring
    have h2 : -π / b = -(π * b ^ (-1 : ℝ)) := by
      rw [Real.rpow_neg_one]
      ring
    simp only [tunnelWeight, smul_eq_mul, abs_neg, abs_one, one_mul]
    rw [h1, h2, mul_assoc]
  refine e.trans ((integral_comp_rpow_Ioi
    (fun t : ℝ => t ^ ((2 * (n : ℝ) + 3 / 2) - 1) * Real.exp (-(π * t)))
    (p := (-1 : ℝ)) (by norm_num)).trans ?_)
  -- Euler's integral
  have h := Real.integral_rpow_mul_exp_neg_mul_Ioi
    (a := 2 * (n : ℝ) + 3 / 2) (r := π) (by positivity) Real.pi_pos
  refine h.trans ?_
  rw [one_div, Real.inv_rpow Real.pi_pos.le]
  exact inv_mul_eq_div _ _

/-- With the sign `(-1)^n`, the `n`-th tunnelling moment is `a_n / π^(3/2)`. -/
theorem signed_moment (n : ℕ) :
    (-1) ^ n * ∫ b in Ioi (0 : ℝ), tunnelWeight n b =
      zeemanCoeff n / π ^ (3 / 2 : ℝ) := by
  have h : π ^ (2 * (n : ℝ)) = π ^ (2 * n) := by
    rw [← Real.rpow_natCast π (2 * n), Nat.cast_mul, Nat.cast_ofNat]
  rw [tunnelling_moment, Real.rpow_add Real.pi_pos, h, zeemanCoeff]
  ring

/-- Factorial growth: `Γ(2n+3/2)` lies between `(√π/2) (2n)!` and `(2n+1) (2n)!`. -/
theorem gamma_bounds (n : ℕ) :
    Real.sqrt π / 2 * ((2 * n).factorial : ℝ) ≤ Real.Gamma (2 * (n : ℝ) + 3 / 2) ∧
    Real.Gamma (2 * (n : ℝ) + 3 / 2) ≤ (2 * (n : ℝ) + 1) * ((2 * n).factorial : ℝ) := by
  induction n with
  | zero =>
    have h0 : Real.Gamma (3 / 2) = Real.sqrt π / 2 := by
      rw [show (3 / 2 : ℝ) = 1 / 2 + 1 by norm_num, Real.Gamma_add_one (by norm_num),
        Real.Gamma_one_half_eq]
      ring
    have e : Real.Gamma (2 * ((0 : ℕ) : ℝ) + 3 / 2) = Real.sqrt π / 2 := by
      rw [Nat.cast_zero, mul_zero, zero_add, h0]
    have e2 : (2 * ((0 : ℕ) : ℝ) + 1) * ((2 * 0).factorial : ℝ) = 1 := by simp
    have hs : Real.sqrt π ≤ 2 :=
      Real.sqrt_le_iff.2 ⟨by norm_num, by linarith [Real.pi_le_four]⟩
    rw [e, e2]
    exact ⟨by simp, by linarith⟩
  | succ n ih =>
    have hn : (0 : ℝ) ≤ n := n.cast_nonneg
    have f : ((2 * (n + 1)).factorial : ℝ) =
        (2 * n + 2) * (2 * n + 1) * ((2 * n).factorial : ℝ) := by
      rw [show 2 * (n + 1) = 2 * n + 1 + 1 by ring, Nat.factorial_succ, Nat.factorial_succ]
      push_cast
      ring
    have g : Real.Gamma (2 * ((n + 1 : ℕ) : ℝ) + 3 / 2) =
        (2 * n + 5 / 2) * (2 * n + 3 / 2) * Real.Gamma (2 * (n : ℝ) + 3 / 2) := by
      rw [show 2 * ((n + 1 : ℕ) : ℝ) + 3 / 2 = (2 * (n : ℝ) + 3 / 2 + 1) + 1 by
        push_cast; ring, Real.Gamma_add_one (by positivity), Real.Gamma_add_one (by positivity)]
      ring
    have hG : 0 < Real.Gamma (2 * (n : ℝ) + 3 / 2) := Real.Gamma_pos_of_pos (by positivity)
    rw [f, g]
    constructor
    · have h := mul_le_mul (show (2 * (n : ℝ) + 2) * (2 * n + 1) ≤
        (2 * n + 5 / 2) * (2 * n + 3 / 2) by nlinarith) ih.1 (by positivity) (by positivity)
      linarith
    · have h := mul_le_mul (show (2 * (n : ℝ) + 5 / 2) * (2 * n + 3 / 2) ≤
        (2 * n + 3) * (2 * n + 2) by nlinarith) ih.2 hG.le (by positivity)
      push_cast
      linarith

/-- A complex series whose terms eventually stay at least `c > 0` in modulus has no sum. -/
theorem no_limit {f : ℕ → ℂ} {c : ℝ} (hc : 0 < c) (h : ∀ᶠ n in atTop, c ≤ ‖f n‖) :
    ¬ ∃ S, Tendsto (fun N => ∑ n ∈ Finset.range N, f n) atTop (𝓝 S) := by
  rintro ⟨S, hS⟩
  have h1 := (hS.comp (tendsto_add_atTop_nat 1)).sub hS
  rw [sub_self] at h1
  have h2 : Tendsto f atTop (𝓝 0) :=
    h1.congr fun n => by simp [Finset.sum_range_succ]
  have h3 := ge_of_tendsto h2.norm h
  rw [norm_zero] at h3
  linarith

/-- The modulus of the `n`-th term `a_n x^n` is `Γ(2n+3/2) (|x|/π²)^n`. -/
theorem norm_term (n : ℕ) (x : ℂ) :
    ‖(zeemanCoeff n : ℂ) * x ^ n‖ =
      Real.Gamma (2 * (n : ℝ) + 3 / 2) * (‖x‖ / π ^ 2) ^ n := by
  have hG : 0 < Real.Gamma (2 * (n : ℝ) + 3 / 2) := Real.Gamma_pos_of_pos (by positivity)
  have hP : 0 < π ^ (2 * n) := by positivity
  rw [norm_mul, norm_pow, Complex.norm_real, Real.norm_eq_abs, zeemanCoeff, abs_div, abs_mul,
    abs_pow, abs_neg, abs_one, one_pow, one_mul, abs_of_pos hG, abs_of_pos hP, div_pow,
    ← pow_mul]
  ring

/-- The series `Σ a_n x^n` diverges for every complex `x ≠ 0`. -/
theorem series_diverges {x : ℂ} (hx : x ≠ 0) :
    ¬ ∃ S, Tendsto (fun N => ∑ n ∈ Finset.range N, (zeemanCoeff n : ℂ) * x ^ n)
      atTop (𝓝 S) := by
  have hr : 0 < ‖x‖ / π ^ 2 := div_pos (norm_pos_iff.2 hx) (by positivity)
  refine no_limit (c := Real.sqrt π / 2) (by positivity) ?_
  -- the factorial beats every geometric decay
  filter_upwards [(FloorSemiring.tendsto_pow_div_factorial_atTop
    (‖x‖ / π ^ 2)⁻¹).eventually_lt_const zero_lt_one] with n hn
  have hp := pow_pos hr n
  rw [div_lt_one (by positivity), inv_pow] at hn
  have h1 := mul_lt_mul_of_pos_right hn hp
  rw [inv_mul_cancel₀ hp.ne'] at h1
  have h2 : (n.factorial : ℝ) ≤ ((2 * n).factorial : ℝ) :=
    Nat.cast_le.2 (Nat.factorial_le (by omega))
  have h3 := h1.le.trans (mul_le_mul_of_nonneg_right h2 hp.le)
  rw [norm_term]
  calc Real.sqrt π / 2
      ≤ Real.sqrt π / 2 * (((2 * n).factorial : ℝ) * (‖x‖ / π ^ 2) ^ n) :=
        le_mul_of_one_le_right (by positivity) h3
    _ = Real.sqrt π / 2 * ((2 * n).factorial : ℝ) * (‖x‖ / π ^ 2) ^ n := by ring
    _ ≤ _ := mul_le_mul_of_nonneg_right (gamma_bounds n).1 hp.le

/-- The Borel series `Σ a_n x^n / (2n)!` converges absolutely for complex `|x| < π²` and
diverges for `|x| ≥ π²`. -/
theorem borel_series (x : ℂ) :
    (‖x‖ < π ^ 2 →
      Summable fun n : ℕ => ‖(zeemanCoeff n : ℂ) * x ^ n / ((2 * n).factorial : ℂ)‖) ∧
    (π ^ 2 ≤ ‖x‖ → ¬ ∃ S, Tendsto (fun N => ∑ n ∈ Finset.range N,
      (zeemanCoeff n : ℂ) * x ^ n / ((2 * n).factorial : ℂ)) atTop (𝓝 S)) := by
  have hpi : 0 < π ^ 2 := by positivity
  have hr0 : 0 ≤ ‖x‖ / π ^ 2 := by positivity
  constructor
  · -- compare with the convergent series of (2n+1) r^n
    intro hx
    have hr : ‖‖x‖ / π ^ 2‖ < 1 := by
      rw [Real.norm_of_nonneg hr0]
      exact (div_lt_one hpi).2 hx
    have hs : Summable fun n : ℕ => (2 * (n : ℝ) + 1) * (‖x‖ / π ^ 2) ^ n := by
      refine (((summable_pow_mul_geometric_of_norm_lt_one 1 hr).mul_left 2).add
        (summable_pow_mul_geometric_of_norm_lt_one 0 hr)).congr fun n => ?_
      simp only [pow_one, pow_zero]
      ring
    refine Summable.of_nonneg_of_le (fun n => norm_nonneg _) (fun n => ?_) hs
    rw [norm_div, norm_term, Complex.norm_natCast, div_le_iff₀ (by positivity)]
    have h := mul_le_mul_of_nonneg_right (gamma_bounds n).2 (pow_nonneg hr0 n)
    linarith
  · -- every term has modulus at least √π/2
    intro hx
    refine no_limit (c := Real.sqrt π / 2) (by positivity) (Eventually.of_forall fun n => ?_)
    rw [norm_div, norm_term, Complex.norm_natCast, le_div_iff₀ (by positivity)]
    exact (gamma_bounds n).1.trans (le_mul_of_one_le_right
      (Real.Gamma_pos_of_pos (by positivity)).le (one_le_pow₀ ((one_le_div hpi).2 hx)))

end

end ZeemanBorel
```

```lean
#print axioms ZeemanBorel.signed_moment
#print axioms ZeemanBorel.series_diverges
#print axioms ZeemanBorel.borel_series
```

```
'ZeemanBorel.signed_moment' depends on axioms: [propext, Classical.choice, Quot.sound]
'ZeemanBorel.series_diverges' depends on axioms: [propext, Classical.choice, Quot.sound]
'ZeemanBorel.borel_series' depends on axioms: [propext, Classical.choice, Quot.sound]
```

### What the Lean theorems say about the field, the coefficients and the sums

`tunnelWeight n b` is the integrand, with `b` the real strength of the imaginary field. Its power is a real power, since the exponent is not an integer. The domain `Ioi (0 : ℝ)` is the open half-line $b>0$. The theorem `tunnelling_moment` states the integral formula for every natural number `n`, zero included. Lean assigns the value zero to the integral of a non-integrable function, and the right-hand side here is positive, so the equality also implies that the integral converges.

`zeemanCoeff n` is $a_n$, a real number. `signed_moment` links it to the integral and fixes the normalisation: the signed moment is $a_n/\pi^{3/2}$, not $a_n$ itself.

In the theorems on series, `x` is a complex number and `‖x‖` is its modulus. In `series_diverges` it stands for $B^2$, so a nonzero physical field corresponds to a positive real `x`, which is covered as a special case. In `borel_series` it is the variable of the Borel transform. Integrating back to the field uses that transform at $B^2t^2$ for all $t>0$, with weight $e^{-t}$, so the radius $\pi^2$ is not a limit on the field strength. The real coefficient is converted to a complex one by the cast `(zeemanCoeff n : ℂ)`.

Convergence and divergence are expressed in different ways:

- `series_diverges` says that, for `x ≠ 0`, no complex number `S` is the limit of the partial sums over `Finset.range N`, that is, over $n=0,\dots,N-1$. This also excludes conditional convergence, so it is stronger than the failure of absolute convergence.
- The first half of `borel_series` says that the moduli of the Borel terms are `Summable` when `‖x‖ < π ^ 2`, which is absolute convergence.
- The second half says that the partial sums of the Borel series have no limit when `π ^ 2 ≤ ‖x‖`.

The file contains no hydrogen Hamiltonian and no energy level. That the ratio of the true perturbation coefficients to $a_n$ tends to a nonzero constant is taken as given and not proved here. Nor does the file construct a Borel sum, which would require continuing the series beyond its disc and integrating the result back to a function of the field.

For calculations on hydrogen in a magnetic field, the result means that, with these model coefficients in place of the exact ones, adding ever more orders cannot converge at any nonzero field, while a Borel transform with $(2n)!$ starts from a power series of known radius.

### How the substitution, the induction and the comparisons appear in Lean

In `tunnelling_moment`, the step `e` rewrites the integrand as $b^{-2}g(b^{-1})$ with $g(t)=t^{2n+1/2}e^{-\pi t}$. Its part `h1` matches the powers of $b$, and `h2` matches the exponentials. The Mathlib theorem `integral_comp_rpow_Ioi` with `p = -1` then performs the substitution $t=1/b$, and `Real.integral_rpow_mul_exp_neg_mul_Ioi` supplies Euler's integral with decay rate $\pi$. `signed_moment` splits $\pi^{2n+3/2}$ into $\pi^{2n}\pi^{3/2}$ and inserts the definition of $a_n$.

`gamma_bounds` is the induction above, with both bounds carried together. In the `zero` case, `h0` computes $\Gamma(\frac32)$ from $\Gamma(\frac12)=\sqrt\pi$, and `hs` is the inequality $\sqrt\pi\le2$. In the `succ` case, `f` and `g` are the two recursions, for the factorial and for the Gamma function. The tactic `nlinarith` proves the inequalities between the quadratic factors, and `mul_le_mul` combines each of them with the induction hypothesis.

`no_limit` holds the argument that both divergence statements share. It takes terms whose moduli are eventually at least some `c > 0` and supposes that the partial sums tend to `S`. Subtracting the sequence of partial sums from its own shift by one shows that the terms tend to zero (`h2`). Passing to the limit in the lower bound (`h3`) then gives $c\le0$, a contradiction.

`norm_term` computes $|a_nx^n|=G_n r^n$, where the sign $(-1)^n$ disappears. In `series_diverges`, the limit $(1/r)^n/n!\to0$ is `FloorSemiring.tendsto_pow_div_factorial_atTop`, and `filter_upwards` restricts attention to those large `n` for which the quotient is below one. The steps `h1` to `h3` turn this into $1\le(2n)!\,r^n$. The closing `calc` block inserts the lower Gamma bound, which yields the constant $\sqrt\pi/2$ that `no_limit` needs.

The first half of `borel_series` builds the convergent majorant $\sum_n(2n+1)r^n$ in `hs`, from Mathlib's results on a power of $n$ times a geometric term. `Summable.of_nonneg_of_le` carries out the comparison, using the upper Gamma bound. In the second half the lower bound holds for every `n`, so `Eventually.of_forall` passes it directly to `no_limit`. The inequality $r^n\ge1$ comes from `one_le_pow₀`, which requires only $r\ge1$; this is how the boundary circle is included.
